# A traceless strain difference has a compatible wall exactly when its determinant vanishes

Take two ferroelastic domains with spontaneous strains diag(2,−1,−1) and diag(−1,2,−1), in units of some small strain. Their difference is D = diag(3,−3,0), and

xᵀDx = 3x₀² − 3x₁² = 3(x₀ − x₁)(x₀ + x₁).

This vanishes exactly on the planes x₀ = x₁ and x₀ = −x₁, which are perpendicular. One eigenvalue of D is zero, and the other two are opposite because the trace vanishes, so the form is a difference of squares and factors. Every nonzero symmetric traceless 3×3 matrix with zero determinant behaves in this way.

## Equal lengths in the wall plane

A strain e changes the squared length of x by 2xᵀex to first order. Two domains therefore fit along a plane if q(x) = xᵀDx vanishes for every x in it, where D is the difference of their strains. The factor 2 doesn't affect the zeros, and `strainForm` leaves it out.

```lean
import Mathlib

open Matrix

namespace FerroelasticWalls

/-- The quadratic form `xᵀ D x` of a strain difference `D`: half the mismatch of squared length
along `x` between two domains, to first order in strain. -/
def strainForm (D : Matrix (Fin 3) (Fin 3) ℝ) (x : Fin 3 → ℝ) : ℝ := x ⬝ᵥ D *ᵥ x
```

`IsWallNormal D n` describes the plane by its normal n, which must be nonzero but need not have unit length.

```lean
/-- The nonzero vector `n` is normal to a strain-compatible wall: the form of `D` vanishes
on the whole plane through the origin perpendicular to `n`. -/
def IsWallNormal (D : Matrix (Fin 3) (Fin 3) ℝ) (n : Fin 3 → ℝ) : Prop :=
  n ≠ 0 ∧ ∀ x, n ⬝ᵥ x = 0 → strainForm D x = 0
```

Demanding Dx = 0 throughout the plane would be too strong. A symmetric D would then have rank at most one, and zero trace would leave only D = 0. The weaker condition q(x) = 0 is the right one because the two domains may also rotate relative to each other.

The model is a continuum at small strain. The strains are given, not obtained by minimising a Landau free energy, and wall energy and thickness are absent. Within those limits, the criterion suggests wall orientations for a two-domain supercell built from computed spontaneous strains.

## Symmetric D: strain without rotation

Strain is the symmetric part of the displacement gradient, and `hD : D.IsSymm` records this. By hand, symmetry merges the two cross terms:

q(sx + ty) = s²q(x) + 2st xᵀDy + t²q(y).

```lean
variable {D : Matrix (Fin 3) (Fin 3) ℝ}

/-- The form of a symmetric strain difference on a combination of two directions. -/
theorem strainForm_comb (hD : D.IsSymm) (s t : ℝ) (x y : Fin 3 → ℝ) :
    strainForm D (s • x + t • y) =
      s ^ 2 * strainForm D x + 2 * s * t * (x ⬝ᵥ D *ᵥ y) + t ^ 2 * strainForm D y := by
  simp only [strainForm, Matrix.mulVec, dotProduct, Fin.sum_univ_three, Pi.add_apply,
    Pi.smul_apply, smul_eq_mul]
  rw [hD.apply 0 1, hD.apply 0 2, hD.apply 1 2]
  ring
```

The trace of D is the sum of q over any orthonormal basis. For nonzero perpendicular v and p, the vectors v, p and v × p give such a basis after normalisation, so

q(v)/(v·v) + q(p)/(p·p) + q(v × p)/((v·v)(p·p)) = tr D.

The next lemma is the version for arbitrary v and p, cleared of denominators. Both proofs expand in components, use `hD.apply` to identify mirrored entries, and finish with `ring`.

```lean
/-- The form of a symmetric strain difference on a cross product, expressed through its trace
and its values on the two factors. -/
theorem strainForm_cross (hD : D.IsSymm) (v p : Fin 3 → ℝ) :
    strainForm D (v ⨯₃ p) =
      D.trace * ((v ⬝ᵥ v) * (p ⬝ᵥ p) - (v ⬝ᵥ p) ^ 2) - (p ⬝ᵥ p) * strainForm D v
        - (v ⬝ᵥ v) * strainForm D p + 2 * (v ⬝ᵥ p) * (v ⬝ᵥ D *ᵥ p) := by
  rw [cross_apply]
  simp only [strainForm, Matrix.mulVec, dotProduct, Fin.sum_univ_three,
    Matrix.trace_fin_three, Matrix.cons_val_zero, Matrix.cons_val_one, Matrix.cons_val]
  rw [hD.apply 0 1, hD.apply 0 2, hD.apply 1 2]
  ring
```

Without symmetry the criterion fails. The matrix with rows (1,0,0), (0,−1,−1), (0,1,0) has zero trace and determinant 1, yet its form x₀² − x₁² vanishes on two planes. The form doesn't see the antisymmetric part, but the determinant does.

## Zero determinant: a direction that both domains strain alike

If det D = 0, there is a v ≠ 0 with Dv = 0, so the two strains act identically on v. Choose p ≠ 0 perpendicular to v and put r = v × p. Since q(v) = 0 and tr D = 0, the trace identity gives

q(r) = −(v·v) q(p).

If q(p) = 0, take w = p. Otherwise write a = q(p) and b = pᵀDr, and try w = sp + ar:

q(w) = a[s² + 2sb − (v·v)a²].

The bracket vanishes for

s = −b + √(b² + (v·v)a²),

which is real. This w is perpendicular to v, and it is nonzero because w·r = a(r·r) ≠ 0.

In the proof, `hr` is the relation for q(r), and `hs` is the quadratic equation for s. At the end, `rw` substitutes `hr` into the expanded form and `linear_combination` applies `hs`.

```lean
/-- A symmetric traceless strain difference with zero determinant has a nonzero null vector `v`
and, perpendicular to it, a nonzero direction `w` on which its form vanishes. -/
theorem exists_neutral_direction (hD : D.IsSymm) (ht : D.trace = 0) (hd : D.det = 0) :
    ∃ v w : Fin 3 → ℝ, v ≠ 0 ∧ w ≠ 0 ∧ D *ᵥ v = 0 ∧ v ⬝ᵥ w = 0 ∧ strainForm D w = 0 := by
  obtain ⟨v, hv, hDv⟩ := Matrix.exists_mulVec_eq_zero_iff.mpr hd
  -- any nonzero direction perpendicular to the null vector
  obtain ⟨p, hp, hvp⟩ : ∃ p : Fin 3 → ℝ, p ≠ 0 ∧ v ⬝ᵥ p = 0 := by
    by_cases h : v 0 = 0
    · refine ⟨![1, 0, 0], fun e => by simpa using congrFun e 0, ?_⟩
      simp [dotProduct, Fin.sum_univ_three, h]
    · refine ⟨![v 1, -v 0, 0], fun e => h (by simpa using congrFun e 1), ?_⟩
      simp only [dotProduct, Fin.sum_univ_three, Matrix.cons_val_zero, Matrix.cons_val_one,
        Matrix.cons_val]
      ring
  have qv : strainForm D v = 0 := by simp [strainForm, hDv]
  have hr : strainForm D (v ⨯₃ p) = -(v ⬝ᵥ v) * strainForm D p := by
    rw [strainForm_cross hD, ht, hvp, qv]
    ring
  by_cases hα : strainForm D p = 0
  · exact ⟨v, p, hv, hp, hDv, hvp, hα⟩
  have hV : 0 ≤ v ⬝ᵥ v := Finset.sum_nonneg fun i _ => mul_self_nonneg (v i)
  have hrr : (v ⨯₃ p) ⬝ᵥ (v ⨯₃ p) ≠ 0 := by
    rw [cross_dot_cross, hvp, zero_mul, sub_zero]
    exact mul_ne_zero (fun h => hv (dotProduct_self_eq_zero.mp h))
      (fun h => hp (dotProduct_self_eq_zero.mp h))
  -- the traceless form on the perpendicular plane has a real root
  obtain ⟨s, hs⟩ : ∃ s : ℝ, s ^ 2 + 2 * s * (p ⬝ᵥ D *ᵥ (v ⨯₃ p)) =
      (v ⬝ᵥ v) * strainForm D p ^ 2 := by
    have hsq := Real.sq_sqrt (show 0 ≤ (p ⬝ᵥ D *ᵥ (v ⨯₃ p)) ^ 2 +
      (v ⬝ᵥ v) * strainForm D p ^ 2 by positivity)
    exact ⟨-(p ⬝ᵥ D *ᵥ (v ⨯₃ p)) + √((p ⬝ᵥ D *ᵥ (v ⨯₃ p)) ^ 2 +
      (v ⬝ᵥ v) * strainForm D p ^ 2), by linear_combination hsq⟩
  refine ⟨v, s • p + strainForm D p • (v ⨯₃ p), hv, fun e => ?_, hDv, ?_, ?_⟩
  · have h := congrArg (fun z => z ⬝ᵥ (v ⨯₃ p)) e
    simp only [add_dotProduct, smul_dotProduct, dot_cross_self, zero_dotProduct,
      smul_eq_mul, mul_zero, zero_add] at h
    exact mul_ne_zero hα hrr h
  · rw [dotProduct_add, dotProduct_smul, dotProduct_smul, hvp, dot_self_cross]
    simp
  · rw [strainForm_comb hD, hr]
    linear_combination strainForm D p * hs
```

Now q vanishes on the whole span of v and w:

q(αw + βv) = α²q(w) + 2αβ wᵀDv + β²q(v) = 0.

The two vectors are nonzero and perpendicular, so they span a plane, with normal v × w. In the code, `key` expands a multiple of x in the frame v, w, v × w; the last component disappears when x lies in the plane.

```lean
/-- A symmetric traceless strain difference with zero determinant admits a wall. -/
theorem exists_wall (hD : D.IsSymm) (ht : D.trace = 0) (hd : D.det = 0) :
    ∃ n, IsWallNormal D n := by
  obtain ⟨v, w, hv, hw, hDv, hvw, qw⟩ := exists_neutral_direction hD ht hd
  have hN : (v ⨯₃ w) ⬝ᵥ (v ⨯₃ w) ≠ 0 := by
    rw [cross_dot_cross, hvw, zero_mul, sub_zero]
    exact mul_ne_zero (fun h => hv (dotProduct_self_eq_zero.mp h))
      (fun h => hw (dotProduct_self_eq_zero.mp h))
  refine ⟨v ⨯₃ w, fun h => hN (by rw [h, zero_dotProduct]), fun x hx => ?_⟩
  -- expand x in the frame v, w, v × w
  have key : ((v ⨯₃ w) ⬝ᵥ (v ⨯₃ w)) • x = ((v ⨯₃ w) ⬝ᵥ x) • (v ⨯₃ w) +
      (((v ⬝ᵥ v) * (w ⬝ᵥ x) - (v ⬝ᵥ w) * (v ⬝ᵥ x)) • w +
       ((w ⬝ᵥ w) * (v ⬝ᵥ x) - (v ⬝ᵥ w) * (w ⬝ᵥ x)) • v) := by
    ext i
    fin_cases i <;> simp [cross_apply, dotProduct, Fin.sum_univ_three] <;> ring
  rw [hx, zero_smul, zero_add] at key
  have h : strainForm D (((v ⨯₃ w) ⬝ᵥ (v ⨯₃ w)) • x) =
      ((v ⨯₃ w) ⬝ᵥ (v ⨯₃ w)) ^ 2 * strainForm D x := by
    simp only [strainForm, Matrix.mulVec_smul, dotProduct_smul, smul_dotProduct, smul_eq_mul]
    ring
  have qv : strainForm D v = 0 := by simp [strainForm, hDv]
  rw [key, strainForm_comb hD, qw, qv, hDv, dotProduct_zero] at h
  simp only [mul_zero, add_zero] at h
  exact (mul_eq_zero.mp h.symm).resolve_left (pow_ne_zero 2 hN)
```

Without zero determinant there is no wall. For diag(1,1,−2) the form vanishes on the cone x₀² + x₁² = 2x₂², which contains no plane.

## An existing wall: the form splits into two factors

For the converse, the hypothesis is a compatible wall with normal n. Put N = n·n. The vector Nx − (n·x)n lies in the wall, so

0 = N²q(x) − 2N(n·x)(xᵀDn) + (n·x)²q(n).

Solving for q(x) gives

q(x) = (n·x)(m·x), with m = (2/N)Dn − (q(n)/N²)n.

The proof inserts this m and applies the wall hypothesis `hn.2` to the projected vector.

```lean
/-- If a symmetric strain difference has a wall with normal `n`, its form is a product of
two linear forms, one of which is `n · x`. -/
theorem wall_factor (hD : D.IsSymm) {n : Fin 3 → ℝ} (hn : IsWallNormal D n) :
    ∃ m : Fin 3 → ℝ, ∀ x, strainForm D x = (n ⬝ᵥ x) * (m ⬝ᵥ x) := by
  have hN : n ⬝ᵥ n ≠ 0 := fun h => hn.1 (dotProduct_self_eq_zero.mp h)
  refine ⟨(2 / (n ⬝ᵥ n)) • (D *ᵥ n) - (strainForm D n / (n ⬝ᵥ n) ^ 2) • n, fun x => ?_⟩
  -- project x onto the wall, where the form vanishes
  have h := hn.2 ((n ⬝ᵥ n) • x + (-(n ⬝ᵥ x)) • n) (by
    rw [dotProduct_add, dotProduct_smul, dotProduct_smul, smul_eq_mul, smul_eq_mul]
    ring)
  rw [strainForm_comb hD] at h
  rw [sub_dotProduct, smul_dotProduct, smul_dotProduct, dotProduct_comm (D *ᵥ n) x,
    smul_eq_mul, smul_eq_mul]
  field_simp
  linear_combination h
```

Let eᵢ be the coordinate unit vectors. Polarisation recovers the entries of D:

2Dᵢⱼ = q(eᵢ + eⱼ) − q(eᵢ) − q(eⱼ) = nᵢmⱼ + mᵢnⱼ.

In Lean the unit vectors are `Pi.single i 1`, and `hi`, `hj` and `hij` are the three values of q.

```lean
/-- A symmetric strain difference whose form is `(n · x)(m · x)` is the symmetrised
dyadic product of `n` and `m`. -/
theorem entries_of_factor (hD : D.IsSymm) {n m : Fin 3 → ℝ}
    (h : ∀ x, strainForm D x = (n ⬝ᵥ x) * (m ⬝ᵥ x)) (i j : Fin 3) :
    D i j = (n i * m j + m i * n j) / 2 := by
  have hi := h (Pi.single i 1)
  have hj := h (Pi.single j 1)
  have hij := h (Pi.single i 1 + Pi.single j 1)
  simp [strainForm, Matrix.mulVec_add, dotProduct_add, add_dotProduct] at hi hj hij
  linear_combination (hij - hi - hj - hD.apply i j) / 2
```

Every vector Dx is thus a combination of n and m, so D has rank at most two and det D = 0. This direction doesn't use the trace.

## Nonzero D: two different strain states

The hypothesis `h0 : D ≠ 0` says that the domains differ in strain. By hand it enters once: if m were zero, the formula for Dᵢⱼ would give D = 0. The trace of the same formula is

tr D = n·m,

so zero trace makes the normals perpendicular. The product (n·x)(m·x) vanishes exactly when one factor does, which gives two perpendicular planes.

The theorem takes a real 3×3 matrix `D` that is symmetric, traceless and nonzero. Its first part says that a wall normal exists if and only if `D.det = 0`. Its second part says that zero determinant yields nonzero perpendicular `n` and `m` whose planes together are the whole zero set of the form. The proof combines the preceding lemmas, and `h0` serves only to show m ≠ 0.

```lean
/-- A nonzero symmetric traceless strain difference admits a wall if and only if its determinant
vanishes, and then the zero set of its form is a pair of perpendicular planes. -/
theorem wall_iff_det_eq_zero (hD : D.IsSymm) (ht : D.trace = 0) (h0 : D ≠ 0) :
    ((∃ n, IsWallNormal D n) ↔ D.det = 0) ∧
    (D.det = 0 → ∃ n m : Fin 3 → ℝ, n ≠ 0 ∧ m ≠ 0 ∧ n ⬝ᵥ m = 0 ∧
      ∀ x, strainForm D x = 0 ↔ n ⬝ᵥ x = 0 ∨ m ⬝ᵥ x = 0) := by
  refine ⟨⟨fun ⟨n, hn⟩ => ?_, exists_wall hD ht⟩, fun hd => ?_⟩
  · obtain ⟨m, hm⟩ := wall_factor hD hn
    simp only [Matrix.det_fin_three, entries_of_factor hD hm]
    ring
  · obtain ⟨n, hn⟩ := exists_wall hD ht hd
    obtain ⟨m, hm⟩ := wall_factor hD hn
    have he := entries_of_factor hD hm
    refine ⟨n, m, hn.1, fun h => h0 ?_, ?_, fun x => by rw [hm x, mul_eq_zero]⟩
    · ext i j
      rw [he i j, h]
      simp
    · -- the trace is the scalar product of the two normals
      simp only [Matrix.trace_fin_three, he] at ht
      simp only [dotProduct, Fin.sum_univ_three]
      linear_combination ht
```

If D = 0, the equivalence still holds, since every plane is a wall and the determinant is zero. The zero set is then all of space, not a pair of planes.

## Two strain differences in numbers

For a case that isn't diagonal, let D have rows (2,1,0), (1,0,1), (0,1,−2). Its trace is 0, and its determinant is 2(0 − 1) − 1(−2 − 0) = 0. Solving Dv = 0 gives v = (1,−2,−1). The vector w = (1,0,1) is perpendicular to v, and q(w) = 2 − 2 = 0. Hence

v × w = (−2,−2,2),

and n = (1,1,−1) is a wall normal. With N = 3, Dn = (3,0,3) and q(n) = 0, the second normal is m = (2,0,2). Indeed

q(x) = (x₀ + x₁ − x₂)(2x₀ + 2x₂), and n·m = 0.

The diagonal pair from the beginning has its own theorem, proved by expanding the form and factoring it. Its name refers to Sapriel's analysis of strain-compatible walls in ferroelastics; the theorem treats this one pair and doesn't classify the walls of all ferroelastic transitions.

```lean
/-- For the domain strains `diag(2,-1,-1)` and `diag(-1,2,-1)` the form of the difference vanishes
exactly on the planes `x 0 = x 1` and `x 0 = -x 1`. -/
theorem sapriel_walls (x : Fin 3 → ℝ) :
    strainForm (Matrix.diagonal ![2, -1, -1] - Matrix.diagonal ![-1, 2, -1]) x = 0 ↔
      x 0 = x 1 ∨ x 0 = -x 1 := by
  have h : strainForm (Matrix.diagonal ![2, -1, -1] - Matrix.diagonal ![-1, 2, -1]) x =
      3 * ((x 0 - x 1) * (x 0 + x 1)) := by
    simp only [strainForm, Matrix.sub_mulVec, dotProduct, Fin.sum_univ_three, Pi.sub_apply,
      Matrix.mulVec_diagonal, Matrix.cons_val_zero, Matrix.cons_val_one, Matrix.cons_val]
    ring
  rw [h, mul_eq_zero, mul_eq_zero, sub_eq_zero, add_eq_zero_iff_eq_neg]
  norm_num
```

## Zero trace: equal volumes

To first order, tr D is the difference in relative volume change between the domains. It vanishes when the two strains are related by a rotation or reflection, as for domain states of one ferroelastic phase, because such operations preserve the trace.

By hand, zero trace is used twice: it gives q(r) the sign opposite to q(p), which makes the root s real, and it makes n and m perpendicular. In Lean, `ht` enters at the same two places, in `exists_neutral_direction` and at the end of `wall_iff_det_eq_zero`.

Without it, zero determinant no longer guarantees a wall. For diag(1,1,0) the form x₀² + x₁² vanishes only on a line. The proof assumes a wall normal n and tests the vector (n₁,−n₀,0), which lies in the wall. This gives n₁² + n₀² = 0, hence n₀ = 0. Then (1,0,0) also lies in the wall, although the form equals 1 there.

```lean
/-- The symmetric strain difference `diag(1,1,0)`, whose trace is not zero, has zero determinant
but admits no wall. -/
theorem no_wall_with_trace :
    (Matrix.diagonal ![(1 : ℝ), 1, 0]).det = 0 ∧
      ¬ ∃ n, IsWallNormal (Matrix.diagonal ![(1 : ℝ), 1, 0]) n := by
  refine ⟨by simp [Matrix.det_diagonal, Fin.prod_univ_three], fun ⟨n, _, h⟩ => ?_⟩
  have hq : ∀ x, strainForm (Matrix.diagonal ![(1 : ℝ), 1, 0]) x = x 0 ^ 2 + x 1 ^ 2 := by
    intro x
    simp only [strainForm, dotProduct, Fin.sum_univ_three, Matrix.mulVec_diagonal,
      Matrix.cons_val_zero, Matrix.cons_val_one, Matrix.cons_val]
    ring
  -- a horizontal vector in the plane forces n to be vertical
  have h1 : n 1 ^ 2 + (-n 0) ^ 2 = 0 := (hq ![n 1, -n 0, 0]).symm.trans (h _ (by
    simp only [dotProduct, Fin.sum_univ_three, Matrix.cons_val_zero, Matrix.cons_val_one,
      Matrix.cons_val]
    ring))
  have hn : n 0 = 0 := (pow_eq_zero_iff two_ne_zero).mp
    (by nlinarith [sq_nonneg (n 0), sq_nonneg (n 1)])
  have h2 : (1 : ℝ) ^ 2 + 0 ^ 2 = 0 := (hq ![1, 0, 0]).symm.trans (h _ (by
    simp [dotProduct, Fin.sum_univ_three, hn]))
  norm_num at h2

end FerroelasticWalls
```

```lean
#print axioms FerroelasticWalls.wall_iff_det_eq_zero
#print axioms FerroelasticWalls.sapriel_walls
#print axioms FerroelasticWalls.no_wall_with_trace
```

```
'FerroelasticWalls.wall_iff_det_eq_zero' depends on axioms: [propext, Classical.choice, Quot.sound]
'FerroelasticWalls.sapriel_walls' depends on axioms: [propext, Classical.choice, Quot.sound]
'FerroelasticWalls.no_wall_with_trace' depends on axioms: [propext, Classical.choice, Quot.sound]
```

Even where two walls survive a nonzero trace, they are not perpendicular, since n·m = tr D: for diag(2,−1,0) the normals (√2,1,0) and (√2,−1,0) have scalar product 1.
